# Closed form of the band energy for a semicircular density of states

Non-interacting electrons at zero temperature fill a band with the semicircular density of states (2/π)√(1 − x²), which is normalised to one state, with energies measured in units of half the bandwidth. The theorem `bandEnergy_eq` says that for a Fermi energy E anywhere from −1 to 1, band edges included, the integral of energy times density of states from the lower edge up to E equals −(2/(3π))(1 − E²)^(3/2). The proof uses the fundamental theorem of calculus: the closed form, as a function of the upper limit, is continuous, vanishes at the lower edge and should have the integrand as its derivative between the limits. That derivative is to come from the slope of the semicircle, which an earlier lemma gives strictly inside the band.

Lean 4 with Mathlib refuses this proof:

```lean
import Mathlib

open Set
open scoped Real

namespace BandEnergyEq

noncomputable section

/-- The semicircular density of states on the band from -1 to 1. -/
def dos (x : ℝ) : ℝ := 2 / π * √(1 - x ^ 2)

/-- The band energy: energy times density of states, integrated from the lower band edge to `E`. -/
def bandEnergy (E : ℝ) : ℝ := ∫ x in (-1 : ℝ)..E, x * dos x

/-- Strictly inside the band the semicircle is positive and has slope `-x / √(1 - x ^ 2)`. -/
theorem hasDerivAt_semicircle {x : ℝ} (hx : x ∈ Ioo (-1 : ℝ) 1) :
    0 < √(1 - x ^ 2) ∧ HasDerivAt (fun y : ℝ => √(1 - y ^ 2)) (-x / √(1 - x ^ 2)) x := by
  have hp : 0 < 1 - x ^ 2 := by
    nlinarith [mul_pos (sub_pos.2 hx.1) (sub_pos.2 hx.2)]
  have h : HasDerivAt (fun y : ℝ => 1 - y ^ 2) (-(2 * x)) x :=
    ((hasDerivAt_pow 2 x).const_sub 1).congr_deriv (by simp)
  exact ⟨Real.sqrt_pos.2 hp, (h.sqrt hp.ne').congr_deriv (by ring)⟩

/-- The band energy in closed form, for a Fermi energy in the band. -/
theorem bandEnergy_eq {E : ℝ} (hE : E ∈ Icc (-1 : ℝ) 1) :
    bandEnergy E = -(2 / (3 * π)) * (√(1 - E ^ 2)) ^ 3 := by
  have hc : Continuous (fun x => x * dos x) := by unfold dos; fun_prop
  have h0 : √(1 - (-1 : ℝ) ^ 2) = 0 := by norm_num
  rw [bandEnergy, intervalIntegral.integral_eq_sub_of_hasDerivAt_of_le
    (f := fun x : ℝ => -(2 / (3 * π)) * (√(1 - x ^ 2)) ^ 3) hE.1
    (Continuous.continuousOn (by fun_prop)) ?_ (hc.intervalIntegrable _ _)]
  · simp only [h0]
    ring
  · intro x hx
    obtain ⟨hs, hd⟩ := hasDerivAt_semicircle hx
    have hi := mul_inv_cancel₀ hs.ne'
    refine ((hd.pow 3).const_mul (-(2 / (3 * π)))).congr_deriv ?_
    simp only [Nat.reduceSub, Nat.cast_ofNat]
    unfold dos
    linear_combination (2 / π * x * √(1 - x ^ 2)) * hi

end

end BandEnergyEq
```

Lean reports:

```
Main.lean:36:45: error: Application type mismatch: The argument
  hx
has type
  x ∈ Ioo (-1) E
but is expected to have type
  ?m.334 ∈ Ioo (-1) 1
in the application
  hasDerivAt_semicircle hx
```

The repair, with which the file compiles:

```diff
@@ -34,5 +34,5 @@
     ring
   · intro x hx
-    obtain ⟨hs, hd⟩ := hasDerivAt_semicircle hx
+    obtain ⟨hs, hd⟩ := hasDerivAt_semicircle ⟨hx.1, hx.2.trans_le hE.2⟩
     have hi := mul_inv_cancel₀ hs.ne'
     refine ((hd.pow 3).const_mul (-(2 / (3 * π)))).congr_deriv ?_
```

The fundamental theorem, in the form used here, asks for the derivative only at points strictly between the limits of integration, so `hx` says `x ∈ Ioo (-1) E`. The lemma `hasDerivAt_semicircle` expects a point of the whole open band, `Ioo (-1) 1`. Every point of the first interval lies in the second, because E is at most 1, but Lean does not supply that step by itself when a hypothesis is passed as an argument, and it reports a type mismatch.

The repair builds the required membership from its two inequalities. The lower one, `-1 < x`, is `hx.1` unchanged. For the upper one, `hx.2.trans_le hE.2` chains `x < E` with `E ≤ 1` to give `x < 1`. The result is strict even when E is the upper band edge itself, so the lemma applies in every case the theorem covers.
